# In-Out Averages Are Correct for Every Operator Exactly When the Two States Agree up to a Phase

**Q:** In a zero-temperature diagram calculation I put the reference state $\Phi_0$ at both ends of a time-ordered product and divide by $\langle\Phi_0,S\Phi_0\rangle$, which removes the vacuum diagrams. I then read the ratio as an expectation value. What does a statement about two abstract vectors have to do with that?

**A:** Let $\Phi_0$ be normalised and let the measurement happen at time $0$, with $U$ the unitary interaction-picture evolution and $S=U(\infty,-\infty)$. Define
$$\varphi=U(0,-\infty)\Phi_0,\qquad \psi=U(\infty,0)^\dagger\Phi_0 .$$
The first is the state prepared by the past; the second is the reference state carried back from the future. Your ratio is
$$\frac{\langle\Phi_0,U(\infty,0)\,A\,U(0,-\infty)\Phi_0\rangle}{\langle\Phi_0,S\Phi_0\rangle}=\frac{\langle\psi,A\varphi\rangle}{\langle\psi,\varphi\rangle},$$
and the average you want is $\langle\varphi,A\varphi\rangle$. Applying $U(\infty,0)$ to $\varphi=c\psi$ gives $S\Phi_0=c\Phi_0$, so agreement up to a phase means that the reference state returns up to a phase.

**Q:** Show me by hand that this is the exact condition.

**A:** Take unit vectors with $\langle\psi,\varphi\rangle\neq0$. If $\varphi=c\psi$ with $|c|=1$, the ratio is $c\langle\psi,A\psi\rangle/c=\langle\psi,A\psi\rangle$, and the true average is $|c|^2\langle\psi,A\psi\rangle$, the same number.

Conversely, test the projector $P=|\psi\rangle\langle\psi|$. Its in-out average is $\langle\psi,\psi\rangle\langle\psi,\varphi\rangle/\langle\psi,\varphi\rangle=1$, while its true average is $|\langle\psi,\varphi\rangle|^2$. If they agree, the overlap has modulus one, and
$$\|\varphi-\langle\psi,\varphi\rangle\psi\|^2=1-2|\langle\psi,\varphi\rangle|^2+|\langle\psi,\varphi\rangle|^2=0 .$$
Hence $\varphi=\langle\psi,\varphi\rangle\psi$, a phase times $\psi$.

**Q:** What space does the Lean version work in?

**A:** Any complex inner-product space `E`, of finite or infinite dimension.

```lean
import Mathlib

open ComplexConjugate

namespace KeldyshInOut

noncomputable section

variable {E : Type*} [NormedAddCommGroup E] [InnerProductSpace ℂ E]
```

Operators are linear maps defined on all of `E`, so an unbounded Hamiltonian with a restricted domain is not covered. States are single vectors, so thermal mixtures are not covered either. The inner product is conjugate-linear in its first slot, as in Dirac notation.

```lean
/-- The operator `|u⟩⟨v|`, sending `x` to `⟨v, x⟩ u`. -/
def ketBra (u v : E) : E →ₗ[ℂ] E where
  toFun x := inner ℂ v x • u
  map_add' x y := by rw [inner_add_right, add_smul]
  map_smul' c x := by rw [inner_smul_right, mul_smul, RingHom.id_apply]
```

This is $|u\rangle\langle v|$, the source of every test operator used here. The ratio is next.

```lean
/-- The in-out average `⟨ψ, A φ⟩ / ⟨ψ, φ⟩` of the operator `A`. -/
def inOut (ψ φ : E) (A : E →ₗ[ℂ] E) : ℂ :=
  inner ℂ ψ (A φ) / inner ℂ ψ φ
```

**Q:** And if the states nearly agree? A yes-or-no criterion says little about the size of the error.

**A:** For that we need the part of $\psi$ orthogonal to $\varphi$, namely $\ell=\psi-\langle\varphi,\psi\rangle\varphi$.

```lean
/-- The vector `ψ - ⟨φ, ψ⟩ φ`. For a unit vector `φ` it is the part of `ψ` orthogonal to `φ`. -/
def lost (φ ψ : E) : E := ψ - inner ℂ φ ψ • φ
```

For unit states, the expansion above with the roles exchanged gives $\|\ell\|^2=1-|\langle\varphi,\psi\rangle|^2$. Moreover,
$$\langle\ell,A\varphi\rangle=\langle\psi,A\varphi\rangle-\langle\psi,\varphi\rangle\langle\varphi,A\varphi\rangle .$$
The right side is the error of the in-out average times the overlap. Cauchy-Schwarz then yields
$$\left|\frac{\langle\psi,A\varphi\rangle}{\langle\psi,\varphi\rangle}-\langle\varphi,A\varphi\rangle\right|\le\|A\varphi\|\,\frac{\sqrt{1-|\langle\psi,\varphi\rangle|^2}}{|\langle\psi,\varphi\rangle|}.$$
For $A=|\ell\rangle\langle\varphi|$ we have $A\varphi=\ell$, and both sides, multiplied by $|\langle\psi,\varphi\rangle|$, equal $\|\ell\|^2$.

**Q:** How do the lemmas follow that calculation?

**A:** The first two evaluate $\langle u,u\rangle$ for a unit vector and the average of a projector.

```lean
theorem inner_self_unit {u : E} (hu : ‖u‖ = 1) : inner ℂ u u = (1 : ℂ) := by
  rw [inner_self_eq_norm_sq_to_K, hu]
  simp

/-- The average of the projector `|u⟩⟨u|` in the state `v` is the squared modulus of
their overlap. -/
theorem inner_ketBra_self (u v : E) :
    inner ℂ v (ketBra u u v) = ((‖inner ℂ u v‖ ^ 2 : ℝ) : ℂ) := by
  change inner ℂ v (inner ℂ u v • u) = _
  rw [inner_smul_right, ← inner_conj_symm v u, Complex.mul_conj,
    Complex.normSq_eq_norm_sq]
```

The next one expands the norm of the lost part. Its cross term is the projector average just computed.

```lean
/-- For unit states, the squared norm of the lost part is one minus the squared modulus of their
overlap. -/
theorem norm_lost_sq {φ ψ : E} (hφ : ‖φ‖ = 1) (hψ : ‖ψ‖ = 1) :
    ‖lost φ ψ‖ ^ 2 = 1 - ‖inner ℂ φ ψ‖ ^ 2 := by
  have hre : RCLike.re (inner ℂ ψ (inner ℂ φ ψ • φ)) = ‖inner ℂ φ ψ‖ ^ 2 := by
    have h := inner_ketBra_self φ ψ
    change inner ℂ ψ (inner ℂ φ ψ • φ) = _ at h
    rw [h]
    exact Complex.ofReal_re _
  unfold lost
  rw [@norm_sub_sq ℂ, hre, norm_smul, hφ, hψ]
  ring
```

If the overlap has modulus one, the lost part has norm zero, so the vector equals its own component along the other. The coefficient of that component is the overlap itself, which serves as the phase.

```lean
/-- Two unit states whose overlap has squared modulus one differ by a phase. -/
theorem phase_of_overlap {u v : E} (hu : ‖u‖ = 1) (hv : ‖v‖ = 1)
    (h : ‖inner ℂ u v‖ ^ 2 = 1) : ∃ c : ℂ, ‖c‖ = 1 ∧ v = c • u := by
  refine ⟨inner ℂ u v, ?_, ?_⟩
  · nlinarith [norm_nonneg (inner ℂ u v)]
  · -- nothing is lost, so `v` is its own component along `u`
    have h0 : ‖lost u v‖ ^ 2 = 0 := by rw [norm_lost_sq hu hv, h, sub_self]
    have h1 : lost u v = 0 := norm_eq_zero.mp (pow_eq_zero_iff two_ne_zero |>.mp h0)
    exact sub_eq_zero.mp h1
```

The error identity comes from splitting the inner product and cancelling the non-zero overlap.

```lean
/-- For non-zero overlap, the difference between `inOut ψ φ A` and `⟨φ, A φ⟩`, times `⟨ψ, φ⟩`, is
`⟨lost φ ψ, A φ⟩`. -/
theorem inOut_error (ψ φ : E) (hov : inner ℂ ψ φ ≠ (0 : ℂ)) (A : E →ₗ[ℂ] E) :
    (inOut ψ φ A - inner ℂ φ (A φ)) * inner ℂ ψ φ = inner ℂ (lost φ ψ) (A φ) := by
  unfold inOut lost
  rw [sub_mul, div_mul_cancel₀ _ hov, inner_sub_left, inner_smul_left, inner_conj_symm]
  ring
```

The lemma `norm_lost` writes the norm of the lost part as a square root. The proof of the bound uses it from right to left, turning the square root back into that norm, and `norm_inner_le_norm` then supplies Cauchy-Schwarz.

```lean
theorem norm_lost {φ ψ : E} (hφ : ‖φ‖ = 1) (hψ : ‖ψ‖ = 1) :
    ‖lost φ ψ‖ = √(1 - ‖inner ℂ ψ φ‖ ^ 2) := by
  rw [norm_inner_symm ψ φ, ← norm_lost_sq hφ hψ, Real.sqrt_sq (norm_nonneg _)]

/-- For unit states with non-zero overlap, the in-out average misses the true average by at most `‖A
φ‖ √(1 - |⟨ψ, φ⟩|²) / |⟨ψ, φ⟩|`. -/
theorem inOut_error_le {ψ φ : E} (hψ : ‖ψ‖ = 1) (hφ : ‖φ‖ = 1)
    (hov : inner ℂ ψ φ ≠ (0 : ℂ)) (A : E →ₗ[ℂ] E) :
    ‖inOut ψ φ A - inner ℂ φ (A φ)‖
      ≤ ‖A φ‖ * √(1 - ‖inner ℂ ψ φ‖ ^ 2) / ‖inner ℂ ψ φ‖ := by
  rw [le_div_iff₀ (norm_pos_iff.mpr hov), ← norm_mul, inOut_error ψ φ hov A,
    ← norm_lost hφ hψ, mul_comm ‖A φ‖]
  exact norm_inner_le_norm _ _
```

The sharpness statement evaluates the error for $|\ell\rangle\langle\varphi|$. This operator is not Hermitian unless $\ell=0$. An observable attains the bound too, though the Lean code does not state it: the Hermitian operator $|\ell\rangle\langle\varphi|+|\varphi\rangle\langle\ell|$ also sends $\varphi$ to $\ell$, because $\ell$ is orthogonal to $\varphi$, and the error depends on $A$ only through $A\varphi$.

```lean
/-- The operator `|lost⟩⟨φ|` attains the error bound, written here with the overlap
multiplied out. -/
theorem inOut_error_sharp {ψ φ : E} (hψ : ‖ψ‖ = 1) (hφ : ‖φ‖ = 1)
    (hov : inner ℂ ψ φ ≠ (0 : ℂ)) :
    ‖inOut ψ φ (ketBra (lost φ ψ) φ) - inner ℂ φ (ketBra (lost φ ψ) φ φ)‖
        * ‖inner ℂ ψ φ‖
      = ‖ketBra (lost φ ψ) φ φ‖ * √(1 - ‖inner ℂ ψ φ‖ ^ 2) := by
  have hA : ketBra (lost φ ψ) φ φ = lost φ ψ := by
    change inner ℂ φ φ • lost φ ψ = _
    rw [inner_self_unit hφ, one_smul]
  rw [← norm_mul, inOut_error ψ φ hov, hA, ← norm_lost hφ hψ,
    inner_self_eq_norm_sq_to_K, norm_pow, RCLike.norm_ofReal, abs_norm, pow_two]
```

**Q:** That is my next doubt. "Every operator" includes many things I never measure. Perhaps observables alone would allow a weaker condition.

**A:** They do not, if every Hermitian operator counts as an observable. The main theorem lists four equivalent conditions for unit states with non-zero overlap: $\varphi$ is a phase times $\psi$; the averages agree for every operator; they agree for every Hermitian operator, written `A.IsSymmetric`; they agree for the single projector $|\psi\rangle\langle\psi|$. A smaller set of observables can be more forgiving, which the Lean code does not treat. Let $\varphi$ be a Slater determinant and $\psi=\cos\theta\,\varphi+\sin\theta\,\chi$ with $0<\theta<\pi/2$, where the determinant $\chi$ differs from $\varphi$ in two orthonormal orbitals. Then $\langle\chi,A\varphi\rangle=0$ for every one-body operator $A$, so all one-body in-out averages are right although the states differ.

```lean
/-- For unit states with non-zero overlap the following are equivalent: `φ` is a phase
times `ψ`; the in-out average is the average in `φ` for every operator; the same for every
Hermitian operator; the same for the single projector `|ψ⟩⟨ψ|`. -/
theorem inOut_eq_average_tfae {ψ φ : E} (hψ : ‖ψ‖ = 1) (hφ : ‖φ‖ = 1)
    (hov : inner ℂ ψ φ ≠ (0 : ℂ)) :
    List.TFAE [
      ∃ c : ℂ, ‖c‖ = 1 ∧ φ = c • ψ,
      ∀ A : E →ₗ[ℂ] E, inOut ψ φ A = inner ℂ φ (A φ),
      ∀ A : E →ₗ[ℂ] E, A.IsSymmetric → inOut ψ φ A = inner ℂ φ (A φ),
      inOut ψ φ (ketBra ψ ψ) = inner ℂ φ (ketBra ψ ψ φ)] := by
  tfae_have 1 → 2 := by
    rintro ⟨c, hc, rfl⟩ A
    -- the phase cancels between numerator and denominator
    have hcc : conj c * c = 1 := by
      rw [mul_comm, Complex.mul_conj, Complex.normSq_eq_norm_sq, hc]
      norm_num
    unfold inOut
    rw [div_eq_iff hov]
    simp only [map_smul, inner_smul_left, inner_smul_right, inner_self_unit hψ]
    linear_combination (-(c * inner ℂ ψ (A ψ))) * hcc
  tfae_have 2 → 3 := fun h A _ => h A
  tfae_have 3 → 4 := by
    intro h
    apply h
    intro x y
    change inner ℂ (inner ℂ ψ x • ψ) y = inner ℂ x (inner ℂ ψ y • ψ)
    rw [inner_smul_left, inner_smul_right, inner_conj_symm]
    ring
  tfae_have 4 → 1 := by
    intro h
    -- the in-out average of the projector is one, its true average is `|⟨ψ, φ⟩|²`
    have h1 : inOut ψ φ (ketBra ψ ψ) = 1 := by
      change inner ℂ ψ (inner ℂ ψ φ • ψ) / inner ℂ ψ φ = 1
      rw [inner_smul_right, inner_self_unit hψ, mul_one, div_self hov]
    rw [h1, inner_ketBra_self] at h
    exact phase_of_overlap hψ hφ (by exact_mod_cast h.symm)
  tfae_finish
```

The implications run in a cycle. `1 → 2` is the cancellation of the phase, where `linear_combination` uses $\bar c c=1$. `2 → 3` restricts the class of operators, and `3 → 4` checks that the projector is Hermitian. `4 → 1` compares $1$ with $|\langle\psi,\varphi\rangle|^2$ and calls `phase_of_overlap`.

**Q:** Where in that theorem is the "if and only if" I asked for?

**A:** Inside `List.TFAE`, the device that carries the argument. It says that any two propositions in the list are equivalent. Each `tfae_have` records one implication, and `tfae_finish` chains them, so four arrows round a cycle give every pairwise equivalence. Your statement joins the first two entries. The cycle also spares us a direct proof that agreement on observables implies agreement on all operators: the route passes through the projector and the phase.

**Q:** Is the non-zero overlap more than a way to avoid dividing by zero?

**A:** In this list it is. Lean sets division by zero to zero, so for orthogonal states the projector condition would read $0=0$ and hold, although the states do not differ by a phase.

**Q:** What happens in the smallest spaces?

**A:** In one dimension any two unit vectors differ by a phase, so $\ell=0$ and the in-out average is always right. In two dimensions it can fail. Take orthonormal $\varphi,\chi$ and $\psi=\cos\theta\,\varphi+\sin\theta\,\chi$ with $0<\theta<\pi/2$. The projector on $\psi$ has in-out average $1$ and true average $\cos^2\theta$, an error of $\sin^2\theta$. As $\theta\to0$ the error disappears; as $\theta\to\pi/2$ the factor $\tan\theta$ in the general bound diverges.

**Q:** I would still like the condition in terms of $S$, since that is what I compute.

**A:** Then let $\varphi$ stand for the reference state $\Phi_0$ itself, and refer the observable back to the initial time: $A$ now means $U(0,-\infty)^\dagger A\,U(0,-\infty)$. The claim that the ratio is the average becomes
$$\langle\varphi,SA\varphi\rangle=\langle\varphi,S\varphi\rangle\langle\varphi,A\varphi\rangle .$$
With no division, no overlap hypothesis is needed. Test $A=|S^{-1}\varphi\rangle\langle\varphi|$. The left side is $1$, and the right side is $\langle\varphi,S\varphi\rangle\langle\varphi,S^{-1}\varphi\rangle=|\langle\varphi,S\varphi\rangle|^2$, so $S\varphi$ is a phase times $\varphi$. Conversely, if $S\varphi=c\varphi$ with $|c|=1$, unitarity gives $\langle\varphi,A\varphi\rangle=\langle S\varphi,SA\varphi\rangle=\bar c\,\langle\varphi,SA\varphi\rangle$. Multiplying by $c=\langle\varphi,S\varphi\rangle$ gives the factorisation.

```lean
/-- For a unitary scattering operator `S` and a unit state `φ`, the factorisation
`⟨φ, S A φ⟩ = ⟨φ, S φ⟩ ⟨φ, A φ⟩` holds for every operator `A` if and only if `S` returns
`φ` up to a phase. -/
theorem scattering_factorises_iff (S : E ≃ₗᵢ[ℂ] E) {φ : E} (hφ : ‖φ‖ = 1) :
    (∀ A : E →ₗ[ℂ] E, inner ℂ φ (S (A φ)) = inner ℂ φ (S φ) * inner ℂ φ (A φ)) ↔
      ∃ c : ℂ, ‖c‖ = 1 ∧ S φ = c • φ := by
  constructor
  · intro h
    -- test with the operator `|S⁻¹ φ⟩⟨φ|`
    have hA : ketBra (S.symm φ) φ φ = S.symm φ := by
      change inner ℂ φ φ • S.symm φ = _
      rw [inner_self_unit hφ, one_smul]
    have hs : inner ℂ φ (S.symm φ) = inner ℂ (S φ) φ := by
      have h2 := S.inner_map_map φ (S.symm φ)
      rw [S.apply_symm_apply] at h2
      exact h2.symm
    have h1 := h (ketBra (S.symm φ) φ)
    rw [hA, hs, S.apply_symm_apply, inner_self_unit hφ, ← inner_conj_symm (S φ) φ,
      Complex.mul_conj, Complex.normSq_eq_norm_sq] at h1
    exact phase_of_overlap hφ (by rw [S.norm_map, hφ]) (by exact_mod_cast h1.symm)
  · rintro ⟨c, hc, hS⟩ A
    have hcc : c * conj c = 1 := by
      rw [Complex.mul_conj, Complex.normSq_eq_norm_sq, hc]
      norm_num
    -- unitarity moves `S` onto the left state, where it is a phase
    have h1 := S.inner_map_map φ (A φ)
    rw [hS, inner_smul_left] at h1
    rw [hS, inner_smul_right, inner_self_unit hφ]
    linear_combination c * h1 - inner ℂ φ (S (A φ)) * hcc

end

end KeldyshInOut
```

The type `E ≃ₗᵢ[ℂ] E` is that of invertible linear isometries, which are the unitaries. In the proof, `S.inner_map_map` is the preservation of inner products, used in both directions.

**Q:** So does the theorem tell me that my ground state returns under adiabatic switching?

**A:** No. It takes $S$ as given, with no Hamiltonian, switching protocol or infinite-time limit. The return is a physical assumption about slow switching, usually made for a non-degenerate ground state, and it has to be justified separately. In quantum transport, a bias that drives a current can leave the system in a different state; for a pure state and a given unitary $S$, the theorem then says that the in-out formula fails for some operator. The closed Keldysh contour evolves forward and back, and so evaluates $\langle\varphi,A\varphi\rangle$ without assuming a return.

```lean
#print axioms KeldyshInOut.inOut_error_le
#print axioms KeldyshInOut.inOut_error_sharp
#print axioms KeldyshInOut.inOut_eq_average_tfae
#print axioms KeldyshInOut.scattering_factorises_iff
```

```
'KeldyshInOut.inOut_error_le' depends on axioms: [propext, Classical.choice, Quot.sound]
'KeldyshInOut.inOut_error_sharp' depends on axioms: [propext, Classical.choice, Quot.sound]
'KeldyshInOut.inOut_eq_average_tfae' depends on axioms: [propext, Classical.choice, Quot.sound]
'KeldyshInOut.scattering_factorises_iff' depends on axioms: [propext, Classical.choice, Quot.sound]
```
